# Newton's step for the energy on the unit sphere is a Rayleigh quotient iteration step when the shifted matrix is invertible

**Q:** I have a trial state, a real unit vector $x$ in a finite orthonormal basis, and a real symmetric Hamiltonian matrix $A$. Its energy is $\theta=x^TAx$, and I want a nearby stationary state. One recipe takes a Newton step for the energy on the unit sphere. Another, Rayleigh quotient iteration, solves a linear system with $A-\theta$ and normalises. I am told that a formal proof identifies the two, but I doubt that it is about my energy at all. Where does its Newton equation come from?

**A:** From the energy to second order. Move from $x$ along a great circle by a small tangent vector $z$, so $x^Tz=0$. The energy becomes
$$\theta+2z^TAx+z^T(A-\theta)z+\dots$$
Making this quadratic stationary over tangent $z$ gives $P[Ax+(A-\theta)z]=0$, where $P=I-xx^T$. Since $Px=0$, we may replace $Ax$ by $(A-\theta)x$:
$$P(A-\theta)(x+z)=0,\qquad x^Tz=0.$$
The file starts from this pair of equations as its definition of a Newton correction; the expansion that leads to them is my argument, not a theorem there.

**Q:** And how does an inverse appear?

**A:** Write $S=A-\theta$ and $y=x+z$. Because $Pw=w-(x^Tw)x$, the equation $PSy=0$ says that $Sy=cx$ for some number $c$. Orthogonality of $z$ says that $x^Ty=1$. If $S$ is invertible, then $y=cS^{-1}x$, and the normalisation gives $1=cm$ with $m=x^TS^{-1}x$. Hence $m\neq0$ and
$$x+z=\frac{S^{-1}x}{m}.$$
Conversely, if $m\ne0$, this vector has unit overlap with $x$, and $S$ sends it to $x/m$, which $P$ removes. The update used here normalises $x+z$, and the result is the Rayleigh quotient iterate, up to sign. Travelling the length $|z|$ along the great circle instead would in general end at a different point of that circle.

**Q:** Show me the definitions, then. I want to see whether they match.

**A:** The index type `n` labels a finite basis, and vectors are real functions on it.

```lean
import Mathlib

open Matrix Filter Topology

namespace NewtonRayleighSphere

variable {n : Type*} [Fintype n] [DecidableEq n]
```

The energy is `rayleigh`. It has no denominator, so it is the Rayleigh quotient only for unit vectors, and the theorems about Newton corrections carry the hypothesis `x ⬝ᵥ x = 1`.

```lean
/-- The energy `xᵀ A x` of a vector `x`, which is the Rayleigh quotient when `x` is a unit vector. -/
def rayleigh (A : Matrix n n ℝ) (x : n → ℝ) : ℝ := x ⬝ᵥ (A *ᵥ x)
```

The matrix $S$ is `shifted`, and $P$ is `tangentProj`.

```lean
/-- The matrix `A - θ` shifted by the energy `θ = xᵀ A x`. -/
def shifted (A : Matrix n n ℝ) (x : n → ℝ) : Matrix n n ℝ :=
  A - rayleigh A x • (1 : Matrix n n ℝ)

/-- The matrix `I - x xᵀ`, which for a unit vector `x` projects onto the tangent space of the
sphere at `x`. -/
def tangentProj (x : n → ℝ) : Matrix n n ℝ := 1 - vecMulVec x x
```

The Newton condition contains both the orthogonality and the projected equation.

```lean
/-- The vector `z` is orthogonal to `x` and solves the Newton equation
`(I - x xᵀ)(A - θ)(x + z) = 0`. -/
def IsNewtonCorrection (A : Matrix n n ℝ) (x z : n → ℝ) : Prop :=
  x ⬝ᵥ z = 0 ∧ tangentProj x *ᵥ (shifted A x *ᵥ (x + z)) = 0
```

**Q:** Nothing says that `A` is symmetric. Is that still my problem?

**A:** Your symmetric matrix is included. The algebra from the Newton equation onwards never uses symmetry, but the reading of that equation as a stationary condition for the energy does. Complex Hermitian matrices and several states at once are not covered.

**Q:** I have seen a correction equation with the residual on the right-hand side. Is that the same equation?

**A:** Yes. Two lemmas first write out the action of $P$ and $S$ on a vector.

```lean
/-- The matrix `I - x xᵀ` acts as `v ↦ v - (xᵀ v) x`. -/
theorem tangentProj_mulVec (x v : n → ℝ) :
    tangentProj x *ᵥ v = v - (x ⬝ᵥ v) • x := by
  rw [tangentProj, Matrix.sub_mulVec, Matrix.one_mulVec]
  congr 1
  ext i
  simp only [Matrix.mulVec, dotProduct, Matrix.vecMulVec_apply, Pi.smul_apply, smul_eq_mul,
    Finset.sum_mul]
  exact Finset.sum_congr rfl (fun j _ => by ring)

/-- The shifted matrix acts as `v ↦ A v - θ v`. -/
theorem shifted_mulVec (A : Matrix n n ℝ) (x v : n → ℝ) :
    shifted A x *ᵥ v = A *ᵥ v - rayleigh A x • v := by
  simp [shifted, Matrix.sub_mulVec, Matrix.smul_mulVec]
```

The residual $r=Ax-\theta x$ satisfies $x^Tr=\theta-\theta=0$, so $PSx=Pr=r$. Expanding $PS(x+z)=0$ then gives $PSz=-r$. In the proof, `hr` is the identity $PSx=r$, and the rest moves one term across the equality.

```lean
/-- For a unit vector `x` and `z` orthogonal to it, the Newton equation is the correction equation
`(I - x xᵀ)(A - θ) z = -(A x - θ x)`, driven by the eigenvalue residual. -/
theorem newton_iff_correction_equation (A : Matrix n n ℝ) (x z : n → ℝ) (hx : x ⬝ᵥ x = 1) :
    IsNewtonCorrection A x z ↔
      x ⬝ᵥ z = 0 ∧
        tangentProj x *ᵥ (shifted A x *ᵥ z) = -(A *ᵥ x - rayleigh A x • x) := by
  -- the residual is already tangent to the sphere
  have hr : tangentProj x *ᵥ (shifted A x *ᵥ x) = A *ᵥ x - rayleigh A x • x := by
    have hθ : x ⬝ᵥ (A *ᵥ x) = rayleigh A x := rfl
    rw [tangentProj_mulVec, shifted_mulVec, dotProduct_sub, dotProduct_smul, hx, smul_eq_mul,
      mul_one, hθ, sub_self, zero_smul, sub_zero]
  unfold IsNewtonCorrection
  rw [Matrix.mulVec_add, Matrix.mulVec_add, hr]
  exact and_congr_right fun _ =>
    ⟨fun h => (neg_eq_of_add_eq_zero_right h).symm, fun h => by rw [h, add_neg_cancel]⟩
```

This is the correction equation of the Jacobi–Davidson method for one state of a finite real matrix, with the linear system solved exactly; approximate or preconditioned solves are a different matter.

**Q:** Now the step to $Sy=cx$.

**A:** The next theorem states it as an equivalence, without assuming that $S$ is invertible. One direction reads the multiplier off the projector formula; the other uses $Px=0$.

```lean
/-- For a unit vector `x`, a Newton correction is a `z` for which `x + z` has unit overlap with `x`
and is sent by `A - θ` to a multiple of `x`. -/
theorem newton_iff_multiple (A : Matrix n n ℝ) (x z : n → ℝ) (hx : x ⬝ᵥ x = 1) :
    IsNewtonCorrection A x z ↔
      x ⬝ᵥ (x + z) = 1 ∧ ∃ c : ℝ, shifted A x *ᵥ (x + z) = c • x := by
  constructor
  · rintro ⟨hz, hP⟩
    rw [tangentProj_mulVec] at hP
    exact ⟨by rw [dotProduct_add, hx, hz, add_zero], _, sub_eq_zero.1 hP⟩
  · rintro ⟨hy, c, hc⟩
    rw [dotProduct_add, hx] at hy
    exact ⟨by linarith, by
      rw [hc, tangentProj_mulVec, dotProduct_smul, hx, smul_eq_mul, mul_one, sub_self]⟩
```

With an invertible $S$, expressed as a determinant that is a unit, the main theorem follows. Its forward direction multiplies $Sy=cx$ by $S^{-1}$ to get `e`, then uses `hy`, the unit overlap, to fix $c=m^{-1}$. The reverse direction substitutes the formula and checks the two conditions.

```lean
/-- If `x` is a unit vector and `A - θ` is invertible, `z` is a Newton correction exactly when `xᵀ
(A - θ)⁻¹ x` is nonzero and `x + z` is `(A - θ)⁻¹ x` divided by this number. -/
theorem newton_iff_rayleigh_iteration (A : Matrix n n ℝ) (x z : n → ℝ) (hx : x ⬝ᵥ x = 1)
    (hS : IsUnit (shifted A x).det) :
    IsNewtonCorrection A x z ↔
      x ⬝ᵥ ((shifted A x)⁻¹ *ᵥ x) ≠ 0 ∧
        x + z = (x ⬝ᵥ ((shifted A x)⁻¹ *ᵥ x))⁻¹ • ((shifted A x)⁻¹ *ᵥ x) := by
  rw [newton_iff_multiple A x z hx]
  generalize x + z = y
  constructor
  · rintro ⟨hy, c, hc⟩
    have e : y = c • ((shifted A x)⁻¹ *ᵥ x) := by
      rw [← Matrix.mulVec_smul, ← hc, Matrix.mulVec_mulVec, Matrix.nonsing_inv_mul _ hS,
        Matrix.one_mulVec]
    -- the normalisation fixes the factor
    rw [e, dotProduct_smul, smul_eq_mul] at hy
    exact ⟨right_ne_zero_of_mul_eq_one hy, by rw [e, eq_inv_of_mul_eq_one_left hy]⟩
  · rintro ⟨m0, e⟩
    refine ⟨by rw [e, dotProduct_smul, smul_eq_mul, inv_mul_cancel₀ m0],
      (x ⬝ᵥ ((shifted A x)⁻¹ *ᵥ x))⁻¹, ?_⟩
    rw [e, Matrix.mulVec_smul, Matrix.mulVec_mulVec, Matrix.mul_nonsing_inv _ hS,
      Matrix.one_mulVec]
```

**Q:** So can the Newton step fail although $S^{-1}x$ exists?

**A:** Yes, exactly when $m=0$. Then $S^{-1}x$ is orthogonal to $x$, and no rescaling gives it unit overlap. For the existence statement, the proof takes $z$ to be the required vector minus $x$.

```lean
/-- If `x` is a unit vector and `A - θ` is invertible, a Newton correction exists exactly when `xᵀ
(A - θ)⁻¹ x` is nonzero. -/
theorem newton_solvable_iff (A : Matrix n n ℝ) (x : n → ℝ) (hx : x ⬝ᵥ x = 1)
    (hS : IsUnit (shifted A x).det) :
    (∃ z, IsNewtonCorrection A x z) ↔ x ⬝ᵥ ((shifted A x)⁻¹ *ᵥ x) ≠ 0 :=
  ⟨fun ⟨z, h⟩ => ((newton_iff_rayleigh_iteration A x z hx hS).1 h).1,
    fun h => ⟨_, (newton_iff_rayleigh_iteration A x _ hx hS).2 ⟨h, add_sub_cancel x _⟩⟩⟩
```

**Q:** What if I drop the invertibility? At convergence $S$ is singular, after all.

**A:** Then the equivalence fails. Take $A=\mathrm{diag}(1,2)$ and $x=(1,0)$. Here $\theta=1$ and $S=\mathrm{diag}(0,1)$, and $z=0$ is a Newton correction because $x$ is already an eigenvector. But $S$ has no inverse; Lean assigns it the zero matrix, so the right-hand side of the equivalence would demand $0\neq0$.

**Q:** Let me test it on two levels, $A=\mathrm{diag}(a,b)$ with $a\neq b$.

**A:** Call the components $x_0,x_1$, as in Lean. Using $x_0^2+x_1^2=1$,
$$a-\theta=(a-b)x_1^2,\qquad b-\theta=(b-a)x_0^2.$$
So $Sy=cx$ reads
$$(a-b)x_1^2y_0=cx_0,\qquad (b-a)x_0^2y_1=cx_1.$$
Multiply the first by $x_1$, the second by $x_0$, subtract, and divide by $a-b$: $x_0^3y_1=-x_1^3y_0$. Now multiply $x_0y_0+x_1y_1=1$ by $x_0^3$ and by $x_1^3$ in turn. With $x_0^4-x_1^4=x_0^2-x_1^2$, this gives
$$(x_0^2-x_1^2)y_0=x_0^3,\qquad (x_0^2-x_1^2)y_1=-x_1^3.$$
If $x_0^2=x_1^2$, both components of $x$ would vanish, which a unit vector forbids. Otherwise we may divide. Conversely, the resulting $y$ has $x^Ty=1$ and satisfies $Sy=cx$ with $c=(a-b)x_0^2x_1^2/(x_0^2-x_1^2)$.

In the code, `s0` and `s1` are the components of $Sy$, `hc` is the cubic relation, and `e0` and `e1` are the last two equations. The `linear_combination` calls carry out the multiplications just described.

```lean
/-- For two levels `a ≠ b` and a unit vector `x`, a Newton correction exists exactly when `x₀² ≠
x₁²`, and it is the one with `x + z = (x₀³, -x₁³) / (x₀² - x₁²)`. -/
theorem two_level_newton_iff (a b : ℝ) (hab : a ≠ b) (x z : Fin 2 → ℝ) (hx : x ⬝ᵥ x = 1) :
    IsNewtonCorrection (diagonal ![a, b]) x z ↔
      x 0 ^ 2 ≠ x 1 ^ 2 ∧ x + z = (x 0 ^ 2 - x 1 ^ 2)⁻¹ • ![x 0 ^ 3, -x 1 ^ 3] := by
  rw [newton_iff_multiple _ x z hx]
  generalize x + z = y
  have N : x 0 * x 0 + x 1 * x 1 = 1 := by
    rw [← hx, dotProduct, Fin.sum_univ_two]
  -- the two components of `(A - θ) y`
  have s0 : (shifted (diagonal ![a, b]) x *ᵥ y) 0 = (a - b) * x 1 ^ 2 * y 0 := by
    rw [shifted_mulVec]
    simp only [Pi.sub_apply, Pi.smul_apply, smul_eq_mul, Matrix.mulVec_diagonal, rayleigh,
      dotProduct, Fin.sum_univ_two, Matrix.cons_val_zero, Matrix.cons_val_one]
    linear_combination (-a * y 0) * N
  have s1 : (shifted (diagonal ![a, b]) x *ᵥ y) 1 = (b - a) * x 0 ^ 2 * y 1 := by
    rw [shifted_mulVec]
    simp only [Pi.sub_apply, Pi.smul_apply, smul_eq_mul, Matrix.mulVec_diagonal, rayleigh,
      dotProduct, Fin.sum_univ_two, Matrix.cons_val_zero, Matrix.cons_val_one]
    linear_combination (-b * y 1) * N
  constructor
  · rintro ⟨hy, k, hk⟩
    rw [dotProduct, Fin.sum_univ_two] at hy
    have h0 := congrFun hk 0
    have h1 := congrFun hk 1
    rw [s0, Pi.smul_apply, smul_eq_mul] at h0
    rw [s1, Pi.smul_apply, smul_eq_mul] at h1
    -- eliminating the multiplier gives the cubic relation
    have hc : x 0 ^ 3 * y 1 = -(x 1 ^ 3 * y 0) :=
      mul_left_cancel₀ (sub_ne_zero.2 hab) (by linear_combination x 1 * h0 - x 0 * h1)
    have e0 : (x 0 ^ 2 - x 1 ^ 2) * y 0 = x 0 ^ 3 := by
      linear_combination x 0 ^ 3 * hy - x 1 * hc - (x 0 ^ 2 - x 1 ^ 2) * y 0 * N
    have e1 : (x 0 ^ 2 - x 1 ^ 2) * y 1 = -x 1 ^ 3 := by
      linear_combination x 0 * hc - x 1 ^ 3 * hy - (x 0 ^ 2 - x 1 ^ 2) * y 1 * N
    have ne : x 0 ^ 2 ≠ x 1 ^ 2 := by
      intro h
      rw [h, sub_self, zero_mul] at e0
      have z0 : x 0 = 0 := (pow_eq_zero_iff three_ne_zero).1 e0.symm
      rw [z0] at h N
      nlinarith
    refine ⟨ne, ?_⟩
    rw [eq_inv_smul_iff₀ (sub_ne_zero.2 ne)]
    exact funext (Fin.forall_fin_two.2 ⟨e0, e1⟩)
  · rintro ⟨ne, hy⟩
    have d := sub_ne_zero.2 ne
    have h := (eq_inv_smul_iff₀ d).1 hy
    have e0 : (x 0 ^ 2 - x 1 ^ 2) * y 0 = x 0 ^ 3 := congrFun h 0
    have e1 : (x 0 ^ 2 - x 1 ^ 2) * y 1 = -x 1 ^ 3 := congrFun h 1
    have y0 : y 0 = x 0 ^ 3 / (x 0 ^ 2 - x 1 ^ 2) := by
      rw [eq_div_iff d]; linear_combination e0
    have y1 : y 1 = -x 1 ^ 3 / (x 0 ^ 2 - x 1 ^ 2) := by
      rw [eq_div_iff d]; linear_combination e1
    refine ⟨?_, (a - b) * x 0 ^ 2 * x 1 ^ 2 / (x 0 ^ 2 - x 1 ^ 2),
      funext (Fin.forall_fin_two.2 ⟨?_, ?_⟩)⟩
    · rw [dotProduct, Fin.sum_univ_two]
      exact mul_left_cancel₀ d
        (by linear_combination x 0 * e0 + x 1 * e1 + (x 0 ^ 2 - x 1 ^ 2) * N)
    · rw [s0, Pi.smul_apply, smul_eq_mul, y0]; ring
    · rw [s1, Pi.smul_apply, smul_eq_mul, y1]; ring
```

This theorem starts from the multiplier form, so it also covers the eigenvectors: for $x_1=0$ it gives $x+z=x$.

**Q:** And the angle?

**A:** Let $t=x_1/x_0$ be its tangent, with $x_0\neq0$. Dividing the components of $y$ cancels the common factor and leaves $y_1/y_0=-t^3$. The theorem also states that the new first component is nonzero, so the quotient is meaningful.

```lean
/-- For two distinct levels, a Newton step maps the tangent `t = x₁ / x₀` of the angle to the
first axis to `-t³`. -/
theorem two_level_tangent_cubed (a b : ℝ) (hab : a ≠ b) (x z : Fin 2 → ℝ) (hx : x ⬝ᵥ x = 1)
    (h0 : x 0 ≠ 0) (h : IsNewtonCorrection (diagonal ![a, b]) x z) :
    (x + z) 0 ≠ 0 ∧ (x + z) 1 / (x + z) 0 = -(x 1 / x 0) ^ 3 := by
  obtain ⟨ne, hy⟩ := (two_level_newton_iff a b hab x z hx).1 h
  have d := inv_ne_zero (sub_ne_zero.2 ne)
  have g0 : (x + z) 0 = (x 0 ^ 2 - x 1 ^ 2)⁻¹ * x 0 ^ 3 := congrFun hy 0
  have g1 : (x + z) 1 = (x 0 ^ 2 - x 1 ^ 2)⁻¹ * -x 1 ^ 3 := congrFun hy 1
  rw [g0, g1]
  refine ⟨mul_ne_zero d (pow_ne_zero 3 h0), ?_⟩
  rw [mul_div_mul_left _ _ d, neg_div, div_pow]
```

**Q:** That is one step. An actual run renormalises each time.

**A:** Normalisation multiplies both components by the same number, so the tangent is unchanged. If $t_k$ is the tangent after $k$ steps, then $t_{k+1}=-t_k^3$, and induction gives
$$t_k=(-1)^k t_0^{3^k}.$$
In the next theorem `x k` is the $k$-th vector, so `x 0 0` is the first component of the initial one. The factor `c k` is any real number that makes the next vector a unit vector; its sign is free. The proof shows that it is nonzero, cancels it, and applies the single-step result.

```lean
/-- After `k` normalised Newton steps on two distinct levels, the tangent of the angle to the
first axis is `(-1)ᵏ t^(3ᵏ)`, where `t` is its initial value. -/
theorem two_level_iterates (a b : ℝ) (hab : a ≠ b) (x z : ℕ → Fin 2 → ℝ) (c : ℕ → ℝ)
    (hx : ∀ k, x k ⬝ᵥ x k = 1) (h0 : x 0 0 ≠ 0)
    (hN : ∀ k, IsNewtonCorrection (diagonal ![a, b]) (x k) (z k))
    (hstep : ∀ k, x (k + 1) = c k • (x k + z k)) (k : ℕ) :
    x k 0 ≠ 0 ∧ x k 1 / x k 0 = (-1) ^ k * (x 0 1 / x 0 0) ^ (3 ^ k) := by
  induction k with
  | zero => exact ⟨h0, by simp⟩
  | succ k ih =>
    obtain ⟨hk, ht⟩ := ih
    obtain ⟨p, q⟩ := two_level_tangent_cubed a b hab (x k) (z k) (hx k) hk (hN k)
    -- the scale factor cannot vanish, since the new iterate is a unit vector
    have hc : c k ≠ 0 := by
      intro h
      have h1 := hx (k + 1)
      rw [hstep k, h, zero_smul, zero_dotProduct] at h1
      exact zero_ne_one h1
    rw [hstep k, Pi.smul_apply, Pi.smul_apply, smul_eq_mul, smul_eq_mul]
    refine ⟨mul_ne_zero hc p, ?_⟩
    rw [mul_div_mul_left _ _ hc, q, ht, mul_pow, ← pow_mul, ← pow_mul, ← pow_succ,
      mul_comm k 3, pow_mul, pow_succ (-1 : ℝ) k]
    norm_num
```

The hypothesis `hN` assumes that every step exists. By the two-level formula, this rules out a start with $|t_0|=1$.

**Q:** Does it then find my ground state?

**A:** Not necessarily. If the two levels are distinct, as the next theorem assumes, and $|t_0|<1$, then $|t_k|=|t_0|^{3^k}\le|t_0|^k$, which tends to zero, so the state turns towards the first axis whether $a$ is the lower level or the upper one. The proof uses this bound as a squeeze.

```lean
/-- If the initial angle to the first axis has a tangent smaller than one in size, the tangents
of the normalised Newton iterates tend to zero. -/
theorem two_level_converges (a b : ℝ) (hab : a ≠ b) (x z : ℕ → Fin 2 → ℝ) (c : ℕ → ℝ)
    (hx : ∀ k, x k ⬝ᵥ x k = 1) (h0 : x 0 0 ≠ 0)
    (hN : ∀ k, IsNewtonCorrection (diagonal ![a, b]) (x k) (z k))
    (hstep : ∀ k, x (k + 1) = c k • (x k + z k)) (ht : |x 0 1 / x 0 0| < 1) :
    Tendsto (fun k => x k 1 / x k 0) atTop (𝓝 0) := by
  refine squeeze_zero_norm (fun k => ?_)
    (tendsto_pow_atTop_nhds_zero_of_lt_one (abs_nonneg (x 0 1 / x 0 0)) ht)
  rw [(two_level_iterates a b hab x z c hx h0 hN hstep k).2, Real.norm_eq_abs, abs_mul,
    abs_pow, abs_pow, abs_neg, abs_one, one_pow, one_mul]
  exact pow_le_pow_of_le_one (abs_nonneg _) ht.le (Nat.lt_pow_self (by norm_num)).le

end NewtonRayleighSphere
```

For these two-level problems, the starting angle selects the stationary state. If the start is closer to the axis of the upper level than to that of the lower one, these Newton steps turn the state towards the excited state, even though every linear system is solved exactly.

```lean
#print axioms NewtonRayleighSphere.newton_iff_correction_equation
#print axioms NewtonRayleighSphere.newton_iff_rayleigh_iteration
#print axioms NewtonRayleighSphere.newton_solvable_iff
#print axioms NewtonRayleighSphere.two_level_converges
```

```
'NewtonRayleighSphere.newton_iff_correction_equation' depends on axioms: [propext, Classical.choice, Quot.sound]
'NewtonRayleighSphere.newton_iff_rayleigh_iteration' depends on axioms: [propext, Classical.choice, Quot.sound]
'NewtonRayleighSphere.newton_solvable_iff' depends on axioms: [propext, Classical.choice, Quot.sound]
'NewtonRayleighSphere.two_level_converges' depends on axioms: [propext, Classical.choice, Quot.sound]
```
